# Fermi circles of the Rashba model and the occupied area below the band crossing

To place the Fermi level of a dilute two-dimensional electron gas with Rashba coupling, one converts the electron density $n$ into an occupied area $A$ in the wavevector plane, $n = A/(2\pi)^2$, and solves for the energy. For non-interacting electrons at zero temperature, with a band that is parabolic and isotropic before the coupling is added, and a Fermi energy $E$ below the band crossing but above the band bottom, the area is

$$A(E) = 4\pi k_0 s,\qquad s=\sqrt{k_0^2+2mE},\qquad k_0=m\alpha .$$

Here $E$ is measured from the band crossing, so it is negative in this range; $m>0$ is the effective mass, $\alpha>0$ is the Rashba coupling and $\hbar=1$. Inverting the formula gives $s=\pi n/k_0$ and hence $E$. The slope $dA/dE$, divided by $(2\pi)^2$, is the density of states. The theorems below concern the contours and the area; the conversion to densities is the usual counting of states in a large sample.

In Lean 4 with Mathlib:

```lean
import Mathlib

open MeasureTheory Metric

namespace RashbaFermiContours

noncomputable section
```

## The Hamiltonian and its levels

The coupling term is built from two Pauli matrices. The first is $\sigma_x$.

```lean
/-- The Pauli matrix `σ_x`. -/
def pauliX : Matrix (Fin 2) (Fin 2) ℂ := !![0, 1; 1, 0]
```

The second is $\sigma_y$, with $-i$ in the upper right corner.

```lean
/-- The Pauli matrix `σ_y`. -/
def pauliY : Matrix (Fin 2) (Fin 2) ℂ := !![0, -Complex.I; Complex.I, 0]
```

The Hamiltonian at wavevector $(k_x,k_y)$ is

$$H(k)=\frac{|k|^2}{2m}+\alpha\,(k_y\sigma_x-k_x\sigma_y).$$

The constant $\alpha$ is postulated. It stands for the strength of the spin-orbit coupling that a lack of inversion symmetry allows, and nothing here derives it from a microscopic potential. The wavevector is stored as the complex number $k=k_x+ik_y$, so that `‖k‖` is $|k|$ and Lebesgue measure on `ℂ` is area in the plane.

```lean
/-- The Rashba Hamiltonian `k²/(2m) + α (k_y σ_x - k_x σ_y)`, with the planar wavevector
written as the complex number `k = k_x + i k_y`. -/
def rashba (m α : ℝ) (k : ℂ) : Matrix (Fin 2) (Fin 2) ℂ :=
  ((‖k‖ ^ 2 / (2 * m) : ℝ) : ℂ) • (1 : Matrix (Fin 2) (Fin 2) ℂ)
    + (α : ℂ) • ((k.im : ℂ) • pauliX - (k.re : ℂ) • pauliY)
```

A real number $E$ is a level at $k$ if $\det(H(k)-E)=0$. Since $H(k)$ is Hermitian, its eigenvalues are real and this definition finds them all, though it does not record multiplicity.

```lean
/-- `E` is an energy level at wavevector `k`: it solves the secular equation. -/
def IsLevel (m α : ℝ) (k : ℂ) (E : ℝ) : Prop :=
  (rashba m α k - (E : ℂ) • (1 : Matrix (Fin 2) (Fin 2) ℂ)).det = 0
```

The Fermi contour at energy $E$ is the set of wavevectors that have a level there.

```lean
/-- The Fermi contour: all wavevectors that have a level at energy `E`. -/
def fermiContour (m α E : ℝ) : Set ℂ := {k | IsLevel m α k E}
```

A wavevector is occupied if at least one of its levels lies strictly below $E$.

```lean
/-- The occupied region: all wavevectors that have some level below `E`. -/
def occupied (m α E : ℝ) : Set ℂ := {k | ∃ ε < E, IsLevel m α k ε}
```

The area is the planar measure of that set, turned into a real number.

```lean
/-- The area of the occupied region in the wavevector plane. -/
def occupiedArea (m α E : ℝ) : ℝ := (volume (occupied m α E)).toReal
```

The length $s$ gets its own name, because all the radii are built from it and $k_0$.

```lean
/-- The wavenumber `sqrt (k0² + 2mE)` with `k0 = mα`. -/
def shellRadius (m α E : ℝ) : ℝ := Real.sqrt ((m * α) ^ 2 + 2 * m * E)
```

## From the determinant to two squares

Write $a=|k|^2/(2m)-E$. Then

$$H(k)-E=\begin{pmatrix} a & \alpha(k_y+ik_x)\\ \alpha(k_y-ik_x) & a\end{pmatrix},$$

and the product of the off-diagonal entries is $\alpha^2(k_x^2+k_y^2)$. Hence

$$\det(H(k)-E)=a^2-\alpha^2|k|^2 .$$

```lean
/-- The secular determinant of the Rashba Hamiltonian. -/
theorem secular_det (m α E : ℝ) (k : ℂ) :
    (rashba m α k - (E : ℂ) • (1 : Matrix (Fin 2) (Fin 2) ℂ)).det
      = (((‖k‖ ^ 2 / (2 * m) - E) ^ 2 - (α * ‖k‖) ^ 2 : ℝ) : ℂ) := by
  have h : (α * ‖k‖) ^ 2 = α ^ 2 * (k.re ^ 2 + k.im ^ 2) := by
    rw [mul_pow, Complex.sq_norm, Complex.normSq_apply]; ring
  rw [h, Matrix.det_fin_two]
  simp [rashba, pauliX, pauliY]
  linear_combination (α : ℂ) ^ 2 * (k.re : ℂ) ^ 2 * Complex.I_sq
```

The proof expands the determinant in the same way; the closing `linear_combination` supplies $i^2=-1$.

The determinant factors as $(a-\alpha|k|)(a+\alpha|k|)$, so the levels are $|k|^2/(2m)\pm\alpha|k|$. Multiplying each factor by $2m$ and completing the square gives

$$2m(a\mp\alpha|k|)=(|k|\mp k_0)^2-(k_0^2+2mE).$$

So $E$ is a level exactly when one of the two squares equals $k_0^2+2mE$. The square with the minus sign belongs to the lower branch.

```lean
/-- Completing the square: `E` is a level at `k` exactly when `(|k| - k0)²` or `(|k| + k0)²`
equals `k0² + 2mE`, where `k0 = mα`. -/
theorem isLevel_iff {m : ℝ} (hm : 0 < m) (α E : ℝ) (k : ℂ) :
    IsLevel m α k E ↔ (‖k‖ - m * α) ^ 2 = (m * α) ^ 2 + 2 * m * E ∨
      (‖k‖ + m * α) ^ 2 = (m * α) ^ 2 + 2 * m * E := by
  have key : (‖k‖ ^ 2 / (2 * m) - E) ^ 2 - (α * ‖k‖) ^ 2
      = (((‖k‖ - m * α) ^ 2 - ((m * α) ^ 2 + 2 * m * E)) *
        ((‖k‖ + m * α) ^ 2 - ((m * α) ^ 2 + 2 * m * E))) / (4 * m ^ 2) := by
    field_simp
    ring
  have h4 : 4 * m ^ 2 ≠ 0 := by positivity
  rw [IsLevel, secular_det, key, Complex.ofReal_eq_zero, div_eq_zero_iff,
    or_iff_left h4, mul_eq_zero, sub_eq_zero, sub_eq_zero]
```

In the code, `key` is this factorisation divided by $4m^2$, and the final rewriting says that a product vanishes when one of its factors does.

## Two circles on either side of the crossing

The two branches meet at $k=0$ with energy zero. For $E>0$ we have $s>k_0$. The lower branch requires $|k|-k_0=\pm s$, and only $|k|=s+k_0$ is non-negative. The upper branch requires $|k|+k_0=\pm s$, and only $|k|=s-k_0$ survives. Each branch therefore gives one circle, and the radii differ by $2k_0$.

```lean
/-- Above the crossing energy, `E > 0`, the Fermi contour consists of two circles whose
radii differ by `2 k0 = 2mα`. -/
theorem fermiContour_of_pos {m α E : ℝ} (hm : 0 < m) (hα : 0 < α) (hE : 0 < E) :
    ∃ r₁ r₂ : ℝ, 0 < r₁ ∧ r₂ - r₁ = 2 * (m * α) ∧
      fermiContour m α E = sphere 0 r₁ ∪ sphere 0 r₂ := by
  have hk : 0 < m * α := mul_pos hm hα
  have hmE : 0 < m * E := mul_pos hm hE
  have hs : shellRadius m α E ^ 2 = (m * α) ^ 2 + 2 * m * E :=
    Real.sq_sqrt (by positivity)
  have hlt : m * α < shellRadius m α E :=
    (Real.lt_sqrt hk.le).2 (by linarith)
  refine ⟨shellRadius m α E - m * α, shellRadius m α E + m * α, by linarith, by ring, ?_⟩
  ext k
  have hr := norm_nonneg k
  simp only [fermiContour, Set.mem_ofPred_eq, Set.mem_union, mem_sphere_zero_iff_norm]
  rw [isLevel_iff hm, ← hs]
  constructor
  · -- roots with a negative radius are discarded
    rintro (h | h)
    · rcases sq_eq_sq_iff_eq_or_eq_neg.mp h with h | h
      · right; linarith
      · exfalso; linarith
    · rcases sq_eq_sq_iff_eq_or_eq_neg.mp h with h | h
      · left; linarith
      · exfalso; linarith
  · rintro (h | h)
    · right; rw [h]; ring
    · left; rw [h]; ring
```

The theorem states that two such radii exist, with the smaller one positive; the proof supplies $s-k_0$ and $s+k_0$. In `ℂ` a `sphere` about $0$ is a circle. The `exfalso` branches discard the negative radii.

Below the crossing, take $-k_0^2/(2m)<E<0$. The lower bound makes $k_0^2+2mE$ positive, and $E<0$ makes it smaller than $k_0^2$. Therefore $0<s<k_0$.

```lean
/-- For `-k0²/(2m) < E < 0` the wavenumber `sqrt (k0² + 2mE)` is real, positive and
smaller than `k0 = mα`. -/
theorem shellRadius_bounds {m α E : ℝ} (hm : 0 < m) (hα : 0 < α)
    (hlo : -(m * α) ^ 2 / (2 * m) < E) (hE : E < 0) :
    0 < (m * α) ^ 2 + 2 * m * E ∧ 0 < shellRadius m α E ∧ shellRadius m α E < m * α := by
  have h1 : 0 < (m * α) ^ 2 + 2 * m * E := by
    rw [div_lt_iff₀ (by positivity)] at hlo
    linarith
  have h2 : m * E < 0 := mul_neg_of_pos_of_neg hm hE
  exact ⟨h1, Real.sqrt_pos.2 h1, (Real.sqrt_lt' (mul_pos hm hα)).2 (by linarith)⟩
```

Now both signs are admissible on the lower branch, which gives $|k|=k_0-s$ and $|k|=k_0+s$. The upper branch would need $|k|=\pm s-k_0<0$ and contributes nothing. Both circles come from the same branch, and their radii add up to $2k_0$.

```lean
/-- For `-k0²/(2m) < E < 0` the Fermi contour consists of two distinct circles whose radii
add up to `2 k0 = 2mα`. -/
theorem fermiContour_of_neg {m α E : ℝ} (hm : 0 < m) (hα : 0 < α)
    (hlo : -(m * α) ^ 2 / (2 * m) < E) (hE : E < 0) :
    ∃ r₁ r₂ : ℝ, 0 < r₁ ∧ r₁ < r₂ ∧ r₁ + r₂ = 2 * (m * α) ∧
      fermiContour m α E = sphere 0 r₁ ∪ sphere 0 r₂ := by
  obtain ⟨hS, hpos, hlt⟩ := shellRadius_bounds hm hα hlo hE
  have hs : shellRadius m α E ^ 2 = (m * α) ^ 2 + 2 * m * E := Real.sq_sqrt hS.le
  refine ⟨m * α - shellRadius m α E, m * α + shellRadius m α E,
    by linarith, by linarith, by ring, ?_⟩
  ext k
  have hr := norm_nonneg k
  simp only [fermiContour, Set.mem_ofPred_eq, Set.mem_union, mem_sphere_zero_iff_norm]
  rw [isLevel_iff hm, ← hs]
  constructor
  · rintro (h | h)
    · rcases sq_eq_sq_iff_eq_or_eq_neg.mp h with h | h
      · right; linarith
      · left; linarith
    · exfalso
      rcases sq_eq_sq_iff_eq_or_eq_neg.mp h with h | h <;> linarith
  · rintro (h | h) <;> left <;> rw [h] <;> ring
```

It is here that the rule from positive energies is readily carried over by mistake. Below the crossing the radii differ by $2s$, which shrinks to zero at the band bottom, while the constant $2k_0$ has become their sum.

## The occupied annulus

In the same window, a wavevector has a level below $E$ exactly when $\big||k|-k_0\big|<s$. Suppose first that $\varepsilon<E$ is a level at $k$. One of the two squares then equals $k_0^2+2m\varepsilon<s^2$, and since $(|k|-k_0)^2\le(|k|+k_0)^2$, the smaller square is below $s^2$ in either case. Conversely, if $(|k|-k_0)^2<s^2$, the lower level

$$\varepsilon=\frac{(|k|-k_0)^2-k_0^2}{2m}$$

lies below $E$. The occupied region is thus $k_0-s<|k|<k_0+s$.

```lean
/-- For `-k0²/(2m) < E < 0` the occupied region is the annulus between the radii
`k0 - sqrt (k0² + 2mE)` and `k0 + sqrt (k0² + 2mE)`. -/
theorem occupied_eq_annulus {m α E : ℝ} (hm : 0 < m) (hα : 0 < α)
    (hlo : -(m * α) ^ 2 / (2 * m) < E) (hE : E < 0) :
    occupied m α E = ball 0 (m * α + shellRadius m α E) \
      closedBall 0 (m * α - shellRadius m α E) := by
  obtain ⟨hS, hpos, -⟩ := shellRadius_bounds hm hα hlo hE
  have hs : shellRadius m α E ^ 2 = (m * α) ^ 2 + 2 * m * E := Real.sq_sqrt hS.le
  ext k
  have hrk : 0 ≤ ‖k‖ * (m * α) := by positivity
  simp only [occupied, Set.mem_ofPred_eq, Set.mem_sdiff, mem_ball_zero_iff,
    mem_closedBall_zero_iff, not_le]
  constructor
  · rintro ⟨ε, hε, h⟩
    have hmε : m * ε < m * E := mul_lt_mul_of_pos_left hε hm
    have hsq : (‖k‖ - m * α) ^ 2 < shellRadius m α E ^ 2 := by
      rcases (isLevel_iff hm α ε k).1 h with h | h <;> nlinarith
    obtain ⟨h1, h2⟩ := abs_lt_of_sq_lt_sq' hsq hpos.le
    constructor <;> linarith
  · rintro ⟨h1, h2⟩
    -- the lower of the two levels at `k` lies below `E`
    refine ⟨((‖k‖ - m * α) ^ 2 - (m * α) ^ 2) / (2 * m), ?_, ?_⟩
    · rw [div_lt_iff₀ (by positivity)]
      nlinarith [mul_pos (sub_pos.2 h1) (sub_pos.2 h2)]
    · rw [isLevel_iff hm]
      left
      field_simp
      ring
```

The strict inequality in the definition of occupation explains the form of the set: an open disc with a closed disc removed. The `nlinarith` calls handle the comparison of squares, and the second half of the proof names the level $\varepsilon$ given above.

Subtracting the areas of the two discs gives

$$A(E)=\pi(k_0+s)^2-\pi(k_0-s)^2=4\pi k_0 s .$$

```lean
/-- For `-k0²/(2m) < E < 0` the occupied area is `4π k0 sqrt (k0² + 2mE)`. -/
theorem occupiedArea_eq {m α E : ℝ} (hm : 0 < m) (hα : 0 < α)
    (hlo : -(m * α) ^ 2 / (2 * m) < E) (hE : E < 0) :
    occupiedArea m α E = 4 * Real.pi * (m * α) * shellRadius m α E := by
  obtain ⟨-, hpos, hlt⟩ := shellRadius_bounds hm hα hlo hE
  have ha : 0 ≤ m * α + shellRadius m α E := by linarith
  have hb : 0 ≤ m * α - shellRadius m α E := by linarith
  have hsub : closedBall (0 : ℂ) (m * α - shellRadius m α E) ⊆
      ball 0 (m * α + shellRadius m α E) := closedBall_subset_ball (by linarith)
  rw [occupiedArea, occupied_eq_annulus hm hα hlo hE,
    MeasureTheory.measure_sdiff hsub measurableSet_closedBall.nullMeasurableSet measure_closedBall_lt_top.ne,
    ENNReal.toReal_sub_of_le (measure_mono hsub) measure_ball_lt_top.ne,
    Complex.volume_ball, Complex.volume_closedBall]
  simp only [ENNReal.toReal_mul, ENNReal.toReal_pow, ENNReal.toReal_ofReal ha,
    ENNReal.toReal_ofReal hb, ENNReal.coe_toReal, NNReal.coe_real_pi]
  ring
```

The inner disc lies inside the outer one and both have finite measure, which is what the subtraction requires.

The condition $E<0$ matters here. Take $m=\alpha=1$ and $E=3/2$, so that $k_0=1$ and $s=2$. The wavevectors with a level below $E$ then fill the whole disc $|k|<3$, of area $9\pi$, whereas $4\pi k_0s=8\pi$. For $E>0$ the area also stops counting electrons, since wavevectors inside the smaller circle hold two occupied states and are counted once. In the window the upper branch is empty, so each occupied wavevector holds one electron.

## The slope of the area

Since $ds/dE=m/s$,

$$\frac{dA}{dE}=\frac{4\pi m k_0}{s}=\frac{4\pi m k_0}{\sqrt{k_0^2+2mE}} .$$

A derivative depends on the area at neighbouring energies as well as at $E$. The window is open, so the formula for $A$ holds throughout a neighbourhood of $E$, and the square root can be differentiated because its argument is positive.

```lean
/-- For `-k0²/(2m) < E < 0` the energy derivative of the occupied area is
`4π m k0 / sqrt (k0² + 2mE)`, with `k0 = mα`. -/
theorem hasDerivAt_occupiedArea {m α E : ℝ} (hm : 0 < m) (hα : 0 < α)
    (hlo : -(m * α) ^ 2 / (2 * m) < E) (hE : E < 0) :
    HasDerivAt (occupiedArea m α)
      (4 * Real.pi * m * (m * α) / Real.sqrt ((m * α) ^ 2 + 2 * m * E)) E := by
  obtain ⟨hS, -, -⟩ := shellRadius_bounds hm hα hlo hE
  have hlin : HasDerivAt (fun x : ℝ => (m * α) ^ 2 + 2 * m * x) (2 * m * 1) E :=
    ((hasDerivAt_id' E).const_mul (2 * m)).const_add ((m * α) ^ 2)
  have hd := (hlin.sqrt hS.ne').const_mul (4 * Real.pi * (m * α))
  -- the closed formula for the area holds at all nearby energies
  have hev : occupiedArea m α =ᶠ[nhds E]
      fun x => 4 * Real.pi * (m * α) * Real.sqrt ((m * α) ^ 2 + 2 * m * x) := by
    filter_upwards [Ioo_mem_nhds hlo hE] with x hx
    exact occupiedArea_eq hm hα hx.1 hx.2
  exact (hd.congr_of_eventuallyEq hev).congr_deriv (by ring)
```

The step `hev` records the agreement at nearby energies, and `congr_of_eventuallyEq` transfers the derivative from the formula to the measured area.

Finally, $s<k_0$ gives $k_0/s>1$, so

$$\frac{dA}{dE}>4\pi m .$$

The right-hand side is the slope for free electrons of the same mass with both spins counted: two discs of area $2\pi mE$ each. In this non-interacting model, the density of states between the band bottom and the crossing therefore exceeds the free-electron value, and it grows as $1/s$ towards the bottom. A coarse energy grid that samples the density of states point by point can misjudge the number of states near the bottom. Within the window, the difference of $A$ between two energies, divided by $(2\pi)^2$, gives that number per unit area exactly.

```lean
/-- For `-k0²/(2m) < E < 0` the energy derivative of the occupied area exceeds `4πm`. -/
theorem deriv_occupiedArea_gt {m α E : ℝ} (hm : 0 < m) (hα : 0 < α)
    (hlo : -(m * α) ^ 2 / (2 * m) < E) (hE : E < 0) :
    4 * Real.pi * m < deriv (occupiedArea m α) E := by
  obtain ⟨hS, -, hlt⟩ := shellRadius_bounds hm hα hlo hE
  rw [(hasDerivAt_occupiedArea hm hα hlo hE).deriv, lt_div_iff₀ (Real.sqrt_pos.2 hS)]
  exact mul_lt_mul_of_pos_left hlt (by positivity)

end

end RashbaFermiContours
```

```lean
#print axioms RashbaFermiContours.fermiContour_of_pos
-- 'RashbaFermiContours.fermiContour_of_pos' depends on axioms: [propext, Classical.choice, Quot.sound]
#print axioms RashbaFermiContours.fermiContour_of_neg
-- 'RashbaFermiContours.fermiContour_of_neg' depends on axioms: [propext, Classical.choice, Quot.sound]
#print axioms RashbaFermiContours.deriv_occupiedArea_gt
-- 'RashbaFermiContours.deriv_occupiedArea_gt' depends on axioms: [propext, Classical.choice, Quot.sound]
```
